# A non-zero permutation-symmetric rovibronic function of three protons has no non-zero spin partner under Fermi statistics

## Why does the $J=0$ ground level of H₃⁺ get weight zero?

Before I sum a partition function or compute line intensities for H₃⁺, I assign a nuclear spin weight to every computed rovibronic level and remove the levels whose weight is zero. The $J=0$ ground level is among those removed. The reason I know is that its rovibronic function is unchanged by permutations of the protons, so the Pauli principle asks for an antisymmetric spin function, and three spins with two states each don't have one. I would like to see this made rigorous, preferably for $n$ nuclei with $d$ spin states each, and checked by machine.

## Counting antisymmetric spin functions gives $\binom{d}{n}$

Number the nuclei $0,\dots,n-1$ and the spin states $0,\dots,d-1$. A spin configuration $s$ assigns a state $s(i)$ to each nucleus $i$, and a spin function $f$ assigns a complex amplitude to each configuration. It is antisymmetric if $f(s\circ p)=\operatorname{sgn}(p)\,f(s)$ for every permutation $p$ of the nuclei.

**Equal spin states.** Suppose $s(i)=s(j)$ with $i\ne j$, and let $\tau$ exchange $i$ and $j$. Then $s\circ\tau=s$, so $f(s)=-f(s)$ and $f(s)=0$.

**Distinct spin states.** If all $s(i)$ differ, some permutation $\sigma$ sorts them, so that $s\circ\sigma$ is strictly increasing. Since $\operatorname{sgn}(\sigma)^2=1$,
$$f(s)=\operatorname{sgn}(\sigma)\,f(s\circ\sigma).$$
Hence $f$ is fixed by its values on strictly increasing configurations. There is exactly one of these, $t_S$, for each set $S$ of $n$ spin states.

**Free choice of amplitudes.** Prescribe a number $c_S$ for each $S$. Let $g(t_S)=c_S$, let $g$ vanish on all other configurations, and define
$$(Ag)(s)=\sum_p \operatorname{sgn}(p)\,g(s\circ p).$$
With $p'=qp$ and $\operatorname{sgn}(p)=\operatorname{sgn}(q)\operatorname{sgn}(p')$,
$$(Ag)(s\circ q)=\sum_p \operatorname{sgn}(p)\,g(s\circ q\circ p)=\operatorname{sgn}(q)\sum_{p'}\operatorname{sgn}(p')\,g(s\circ p')=\operatorname{sgn}(q)\,(Ag)(s).$$
So $Ag$ is antisymmetric. At $t_S$ only the identity contributes, because any other permutation destroys the increasing order. Thus $(Ag)(t_S)=c_S$.

The amplitudes $c_S$ are therefore linear coordinates on the antisymmetric functions, and the dimension is the number of sets $S$, which is $\binom{d}{n}$. A single amplitude $c_S=1$ gives $n!$ entries $\pm1$, so the normalised function is $Ag/\sqrt{n!}$. For two protons this is the singlet, with amplitudes $\pm1/\sqrt2$.

**The rovibronic factor.** Let $\varphi(r,e)$ depend on the nuclear positions $r$ and on further coordinates $e$, such as the electron coordinates in space-fixed axes, which nuclear permutations leave alone. Assume $\varphi(r\circ p,e)=\varphi(r,e)$ and $\varphi\neq0$. For a spin function $\chi$, Fermi statistics requires
$$\varphi(r\circ p,e)\,\chi(s\circ p)=\operatorname{sgn}(p)\,\varphi(r,e)\,\chi(s).$$
The left side equals $\varphi(r,e)\,\chi(s\circ p)$. Dividing at a point where $\varphi(r,e)\ne0$ shows that $\chi$ is antisymmetric. Conversely, multiplying the antisymmetry of $\chi$ by $\varphi(r,e)$ gives the requirement back.

A non-zero $\chi$ therefore exists exactly when $\binom{d}{n}\neq0$, that is, when $n\le d$. For three protons $\binom{2}{3}=0$.

## The same argument in Lean

```lean
import Mathlib

open Equiv

namespace NuclearSpinStatistics

noncomputable section

variable {n d : ℕ} {R E : Type*}

/-- The sign of a permutation of the nuclei, as a complex number. -/
def parity (p : Perm (Fin n)) : ℂ := ((Perm.sign p : ℤ) : ℂ)

/-- A spin function of `n` nuclei with `d` spin states each is antisymmetric if a permutation
of the nuclei multiplies it by the sign of the permutation. -/
def IsAntisymmetric (f : (Fin n → Fin d) → ℂ) : Prop :=
  ∀ (p : Perm (Fin n)) (s : Fin n → Fin d), f (s ∘ p) = parity p * f s

/-- The complex vector space of antisymmetric spin functions. -/
def antisymmetricSpace (n d : ℕ) : Submodule ℂ ((Fin n → Fin d) → ℂ) where
  carrier := {f | IsAntisymmetric f}
  zero_mem' := by
    intro p s
    simp
  add_mem' := by
    intro f g hf hg p s
    have h1 : f (s ∘ p) = parity p * f s := hf p s
    have h2 : g (s ∘ p) = parity p * g s := hg p s
    simp only [Pi.add_apply, h1, h2]
    ring
  smul_mem' := by
    intro c f hf p s
    have h1 : f (s ∘ p) = parity p * f s := hf p s
    simp only [Pi.smul_apply, smul_eq_mul, h1]
    ring

/-- The signed sum of a spin function over all permutations of the nuclei. -/
def antisymmetrize (g : (Fin n → Fin d) → ℂ) : (Fin n → Fin d) → ℂ :=
  fun s => ∑ p : Perm (Fin n), parity p * g (s ∘ p)

/-- The configuration in which the nuclei occupy a set of `n` spin states in increasing order. -/
def orderedFilling (S : {S : Finset (Fin d) // S.card = n}) : Fin n → Fin d :=
  S.1.orderEmbOfFin S.2

/-- The sign of a permutation squares to one. -/
theorem parity_sq (p : Perm (Fin n)) : parity p * parity p = 1 := by
  unfold parity
  rcases Int.units_eq_one_or (Perm.sign p) with h | h <;> simp [h]

/-- The signed sum over all permutations of the nuclei is antisymmetric. -/
theorem antisymmetrize_isAntisymmetric (g : (Fin n → Fin d) → ℂ) :
    IsAntisymmetric (antisymmetrize g) := by
  intro q s
  unfold antisymmetrize
  -- relabel the summation permutation by left multiplication with `q`
  have h := Equiv.sum_comp (Equiv.mulLeft q) (fun p => parity q * (parity p * g (s ∘ p)))
  rw [Finset.mul_sum, ← h]
  apply Finset.sum_congr rfl
  intro p _
  have e : s ∘ ⇑(q * p) = (s ∘ q) ∘ p := rfl
  have hm : parity (q * p) = parity q * parity p := by
    simp [parity, Perm.sign_mul]
  simp only [Equiv.coe_mulLeft, e, hm]
  linear_combination (-(parity p * g ((s ∘ q) ∘ p))) * parity_sq q

/-- An antisymmetric spin function vanishes when two different nuclei are in the same
spin state. -/
theorem pauli_exclusion {f : (Fin n → Fin d) → ℂ} (hf : IsAntisymmetric f)
    {s : Fin n → Fin d} {i j : Fin n} (hij : i ≠ j) (hs : s i = s j) : f s = 0 := by
  have e : s ∘ (swap i j) = s := by
    funext k
    simp only [Function.comp_apply, Equiv.swap_apply_def]
    split_ifs with h1 h2
    · rw [h1, hs]
    · rw [h2, hs]
    · rfl
  have hp : parity (swap i j) = -1 := by
    simp [parity, Perm.sign_swap hij]
  have h := hf (swap i j) s
  rw [e, hp] at h
  linear_combination h / 2

/-- An antisymmetric spin function that vanishes on all strictly increasing configurations
is zero. -/
theorem eq_zero_of_ordered {f : (Fin n → Fin d) → ℂ} (hf : IsAntisymmetric f)
    (h0 : ∀ t : Fin n → Fin d, StrictMono t → f t = 0) : f = 0 := by
  funext s
  show f s = 0
  by_cases hs : Function.Injective s
  · -- distinct spin states can be sorted by a permutation of the nuclei
    have hm : StrictMono (s ∘ Tuple.sort s) :=
      (Tuple.monotone_sort s).strictMono_of_injective (hs.comp (Tuple.sort s).injective)
    have h := hf (Tuple.sort s) s
    rw [h0 _ hm] at h
    linear_combination (-(parity (Tuple.sort s))) * h - f s * parity_sq (Tuple.sort s)
  · simp only [Function.Injective, not_forall] at hs
    obtain ⟨i, j, hij, hne⟩ := hs
    exact pauli_exclusion hf hne hij

/-- Every choice of amplitudes on the ordered fillings is attained by an antisymmetric
spin function. -/
theorem exists_of_amplitudes (c : {S : Finset (Fin d) // S.card = n} → ℂ) :
    ∃ f : (Fin n → Fin d) → ℂ, IsAntisymmetric f ∧ ∀ S, f (orderedFilling S) = c S := by
  have hinj : Function.Injective
      (orderedFilling : {S : Finset (Fin d) // S.card = n} → Fin n → Fin d) := by
    intro S T h
    exact Subtype.ext (Finset.coe_injective
      ((Finset.range_orderEmbOfFin S.1 S.2).symm.trans
        ((congrArg Set.range h).trans (Finset.range_orderEmbOfFin T.1 T.2))))
  refine ⟨antisymmetrize (Function.extend orderedFilling c 0),
    antisymmetrize_isAntisymmetric _, fun S => ?_⟩
  unfold antisymmetrize
  rw [Finset.sum_eq_single (1 : Perm (Fin n))]
  · have e : orderedFilling S ∘ ⇑(1 : Perm (Fin n)) = orderedFilling S := rfl
    rw [e, hinj.extend_apply]
    simp [parity]
  · -- only the identity keeps an ordered filling ordered
    intro p _ hp
    rw [Function.extend_apply', Pi.zero_apply, mul_zero]
    rintro ⟨T, hT⟩
    apply hp
    have hm : StrictMono (orderedFilling S ∘ p) := by
      rw [← hT]
      exact (T.1.orderEmbOfFin T.2).strictMono
    have hu : orderedFilling S ∘ p = orderedFilling S :=
      Finset.orderEmbOfFin_unique S.2 (fun x => Finset.orderEmbOfFin_mem S.1 S.2 (p x)) hm
    ext x
    exact congrArg Fin.val ((S.1.orderEmbOfFin S.2).injective (congrFun hu x))
  · intro h
    exact absurd (Finset.mem_univ _) h

/-- The antisymmetric spin functions of `n` nuclei with `d` spin states each form a space of
dimension `d` choose `n`. -/
theorem finrank_antisymmetricSpace (n d : ℕ) :
    Module.finrank ℂ (antisymmetricSpace n d) = d.choose n := by
  -- read off the amplitudes on the ordered fillings
  let L : antisymmetricSpace n d →ₗ[ℂ] ({S : Finset (Fin d) // S.card = n} → ℂ) :=
    { toFun := fun f S => f.1 (orderedFilling S)
      map_add' := fun _ _ => rfl
      map_smul' := fun _ _ => rfl }
  have hL : Function.Bijective L := by
    constructor
    · rw [injective_iff_map_eq_zero]
      intro f hf
      apply Subtype.ext
      refine eq_zero_of_ordered f.2 (fun t ht => ?_)
      have hc : (Finset.univ.image t).card = n := by
        rw [Finset.card_image_of_injective _ ht.injective, Finset.card_univ, Fintype.card_fin]
      have hu : t = orderedFilling ⟨Finset.univ.image t, hc⟩ :=
        Finset.orderEmbOfFin_unique hc
          (fun x => Finset.mem_image_of_mem t (Finset.mem_univ x)) ht
      rw [hu]
      exact congrFun hf _
    · intro c
      obtain ⟨f, hf, hc⟩ := exists_of_amplitudes c
      exact ⟨⟨f, hf⟩, funext hc⟩
  rw [(LinearEquiv.ofBijective L hL).finrank_eq, Module.finrank_fintype_fun_eq_card,
    Fintype.card_finset_len, Fintype.card_fin]

/-- A rovibronic function of the nuclear positions `r` and further coordinates `e` is totally
symmetric if it is unchanged by every permutation of the nuclei. -/
def IsTotallySymmetric (φ : (Fin n → R) → E → ℂ) : Prop :=
  ∀ (p : Perm (Fin n)) (r : Fin n → R) (e : E), φ (r ∘ p) e = φ r e

/-- The product of a rovibronic function and a nuclear spin function obeys Fermi statistics if
permuting positions and spins together multiplies it by the sign of the permutation. -/
def ObeysFermi (φ : (Fin n → R) → E → ℂ) (χ : (Fin n → Fin d) → ℂ) : Prop :=
  ∀ (p : Perm (Fin n)) (r : Fin n → R) (e : E) (s : Fin n → Fin d),
    φ (r ∘ p) e * χ (s ∘ p) = parity p * (φ r e * χ s)

/-- With a non-zero totally symmetric rovibronic function, the product obeys Fermi statistics
exactly when the spin function is antisymmetric. -/
theorem obeysFermi_iff {φ : (Fin n → R) → E → ℂ} (hφ : IsTotallySymmetric φ) (h0 : φ ≠ 0)
    (χ : (Fin n → Fin d) → ℂ) : ObeysFermi φ χ ↔ IsAntisymmetric χ := by
  constructor
  · intro h p s
    obtain ⟨r, hr⟩ := Function.ne_iff.1 h0
    obtain ⟨e, he⟩ := Function.ne_iff.1 hr
    have he' : φ r e ≠ 0 := he
    have h1 := h p r e s
    rw [hφ p r e] at h1
    exact mul_left_cancel₀ he' (by linear_combination h1)
  · intro h p r e s
    rw [hφ p r e, h p s]
    ring

/-- A non-zero totally symmetric rovibronic function of `n` fermionic nuclei has a non-zero
spin partner obeying Fermi statistics if and only if `n ≤ d`. -/
theorem symmetric_level_allowed_iff {φ : (Fin n → R) → E → ℂ} (hφ : IsTotallySymmetric φ)
    (h0 : φ ≠ 0) :
    (∃ χ : (Fin n → Fin d) → ℂ, ObeysFermi φ χ ∧ χ ≠ 0) ↔ n ≤ d := by
  simp only [obeysFermi_iff hφ h0]
  have h1 : (∃ χ : (Fin n → Fin d) → ℂ, IsAntisymmetric χ ∧ χ ≠ 0) ↔
      antisymmetricSpace n d ≠ ⊥ :=
    (Submodule.ne_bot_iff (antisymmetricSpace n d)).symm
  rw [h1, Ne, ← Submodule.finrank_eq_zero, finrank_antisymmetricSpace,
    Nat.choose_eq_zero_iff, not_lt]

/-- For three protons with two spin states each, a non-zero totally symmetric rovibronic
function has no non-zero spin partner obeying Fermi statistics. -/
theorem h3plus_symmetric_level_forbidden {φ : (Fin 3 → R) → E → ℂ}
    (hφ : IsTotallySymmetric φ) (h0 : φ ≠ 0) :
    ¬ ∃ χ : (Fin 3 → Fin 2) → ℂ, ObeysFermi φ χ ∧ χ ≠ 0 := by
  rw [symmetric_level_allowed_iff hφ h0]
  norm_num

end

end NuclearSpinStatistics
```

```lean
#print axioms NuclearSpinStatistics.h3plus_symmetric_level_forbidden
```

```
'NuclearSpinStatistics.h3plus_symmetric_level_forbidden' depends on axioms: [propext, Classical.choice, Quot.sound]
```

## What the theorems say about nuclei

A configuration is a map `Fin n → Fin d`, and `s ∘ p` gives nucleus `i` the spin state that nucleus `p i` had. `IsAntisymmetric` is the sign rule above, and `antisymmetricSpace n d` collects the functions that obey it into a complex vector space. The theorem `finrank_antisymmetricSpace` gives its dimension as `d.choose n` for all natural numbers `n` and `d`.

The positions are a map `Fin n → R`, and the further coordinates lie in `E`. Both types are arbitrary, so no Hamiltonian, geometry or square integrability enters, and `φ ≠ 0` means that `φ` is non-zero at some point. `ObeysFermi` permutes positions and spins together. It stands for the Pauli principle for identical nuclei of half-integer spin, which is taken here as a postulate.

`symmetric_level_allowed_iff` says that a non-zero, totally symmetric `φ` has a non-zero spin partner if and only if `n ≤ d`. `h3plus_symmetric_level_forbidden` is the case of three nuclei with two spin states each.

Neither $J$ nor inversion appears. The ground level of H₃⁺ enters through the hypothesis `IsTotallySymmetric φ`, whose physical basis is that the electronic ground state, the vibrational ground state and the $J=0$ rotational function are each unchanged by proton permutations. For a line list, the theorems justify weight zero for such a level in a model where the total function is a product of one rovibronic function and one spin function.

Without the condition `χ ≠ 0` the exclusion would be false, since the zero spin function satisfies `ObeysFermi` with every `φ`.

The symmetry of `φ` is needed as well. Take three protons on a line, with dimensionless positions and no further coordinates, and
$$\varphi(r)=(r_0-r_1)(r_1-r_2)(r_2-r_0)\,\exp(-r_0^2-r_1^2-r_2^2),$$
which changes sign under every exchange. The constant spin function $\chi=1$ then gives a non-zero product that obeys Fermi statistics, although $3>2$.

## How the lemmas follow the calculation

`pauli_exclusion` is the step for equal spin states. It shows that the swap leaves `s` unchanged and has sign $-1$, and `linear_combination h / 2` solves $f(s)=-f(s)$.

`eq_zero_of_ordered` covers the sorting step in the form that linear algebra needs: an antisymmetric function that vanishes on all strictly increasing configurations is zero. For distinct spin states, `Tuple.sort s` supplies $\sigma$, and `parity_sq` removes the sign. The remaining configurations are handled by `pauli_exclusion`.

`antisymmetrize_isAntisymmetric` carries out the change of summation variable $p'=qp$ through `Equiv.sum_comp (Equiv.mulLeft q)`. `exists_of_amplitudes` then builds $g$ with `Function.extend`, which places the amplitudes on the ordered fillings and zero elsewhere. `Finset.sum_eq_single` reduces the sum to the identity term. To discard the others, the proof uses `Finset.orderEmbOfFin_unique`: a permuted filling that is still increasing must be the original one, so the permutation was the identity.

In `finrank_antisymmetricSpace`, the linear map `L` reads off the amplitudes $f(t_S)$. It is injective by `eq_zero_of_ordered` and surjective by `exists_of_amplitudes`. The dimension is therefore the number of `n`-element subsets of `Fin d`, which `Fintype.card_finset_len` evaluates.

`obeysFermi_iff` is the argument for the rovibronic factor. `Function.ne_iff`, applied twice, finds a point where `φ` is non-zero, and `mul_left_cancel₀` divides by that value. `symmetric_level_allowed_iff` replaces the existence of a non-zero `χ` by the statement that the antisymmetric space is not zero, and then applies the dimension formula and `Nat.choose_eq_zero_iff`. For H₃⁺ only $\neg(3\le2)$ remains, which `norm_num` settles.
